# The derivative of an atom's signed height above the plane of three non-collinear atoms

Let four atoms have positions $x_0,\dots,x_3$ in $\mathbb R^3$, with $x_1,x_2,x_3$ not collinear. Put

$$a=x_2-x_1,\quad b=x_3-x_1,\quad d=x_0-x_1,\quad N=a\times b,\quad L=|N|,\quad n=N/L.$$

The signed height of $x_0$ above the plane of the other three is $z=n\cdot d$. Exchanging $x_2$ and $x_3$ reverses its sign. It is a length, whereas many texts use an angle as the out-of-plane coordinate. The foot of the perpendicular from $x_0$ is $\sum_{i=1}^3 c_ix_i$ with $\sum_i c_i=1$, and $r=x_0-\sum_i c_ix_i$ is orthogonal to $a$ and $b$.

When the atoms move with velocities $u_0,\dots,u_3$, the height changes at the rate

$$z'=n\cdot u_0-\sum_{i=1}^3 c_i\,n\cdot u_i .$$

The coefficients of the $u_i$ form the row of the Wilson B matrix for this coordinate. Such rows enter normal-mode analysis and geometry optimisation in internal coordinates; this one is the first-order response of a single coordinate.

## The rate of change by hand

Since the weights sum to one, $r=d-c_2a-c_3b$. Orthogonality to the edges then gives the Gram equations

$$a\cdot d=c_2\,a\cdot a+c_3\,a\cdot b,\qquad b\cdot d=c_2\,b\cdot a+c_3\,b\cdot b .$$

Their determinant is $|a|^2|b|^2-(a\cdot b)^2=L^2>0$, so the weights exist. Being orthogonal to $a$ and $b$, $r$ is parallel to $n$, and $n\cdot r=n\cdot d=z$. Hence $r=zn$.

Now differentiate. From $N'=a'\times b+a\times b'$ the triple products give

$$N'\cdot a=-N\cdot a',\qquad N'\cdot b=-N\cdot b' .$$

Also $L'=N\cdot N'/L=n\cdot N'$. The quotient rule for $z=N\cdot d/L$ yields

$$z'=\frac{N'\cdot d+N\cdot d'}{L}-\frac{zL'}{L}=n\cdot d'+\frac{N'\cdot(d-zn)}{L}.$$

Because $zn=r$, we have $d-zn=c_2a+c_3b$, and therefore

$$z'=n\cdot d'-c_2\,n\cdot a'-c_3\,n\cdot b' .$$

Inserting $d'=u_0-u_1$, $a'=u_2-u_1$, $b'=u_3-u_1$ and $1-c_2-c_3=c_1$ gives the claim.

For a rigid motion $u_i=v+\omega\times x_i$, the terms in $v$ cancel, and what remains is $n\cdot(\omega\times r)=z\,n\cdot(\omega\times n)=0$.

## Normal, height and foot in Lean

Positions and velocities are real triples, with `⬝ᵥ` for the dot product and `⨯₃` for the cross product.

```lean
import Mathlib

open Matrix

namespace OutOfPlaneHeight

noncomputable section

/-- Positions and displacements in three-dimensional space. -/
abbrev Vec := Fin 3 → ℝ
```

`areaNormal` is $N$. The Euclidean length $L$ is written as the square root of $N\cdot N$, because the norm that Mathlib puts on such triples is the largest absolute value of a component.

```lean
/-- The cross product of two edges, which is normal to the plane through the three atoms when they
are not collinear. -/
def areaNormal (x1 x2 x3 : Vec) : Vec := (x2 - x1) ⨯₃ (x3 - x1)

/-- The unit normal of the plane through three non-collinear atoms. -/
def unitNormal (x1 x2 x3 : Vec) : Vec :=
  (Real.sqrt (areaNormal x1 x2 x3 ⬝ᵥ areaNormal x1 x2 x3))⁻¹ • areaNormal x1 x2 x3

/-- The signed height of `x0` above the plane through the non-collinear atoms
`x1`, `x2`, `x3`. -/
def height (x0 x1 x2 x3 : Vec) : ℝ := unitNormal x1 x2 x3 ⬝ᵥ (x0 - x1)
```

`IsFoot` records only the sum of the weights and the two orthogonality conditions.

```lean
/-- The point `c1 x1 + c2 x2 + c3 x3`, with weights of sum one, is the foot of the
perpendicular from `x0`: the connecting vector is orthogonal to two edges. -/
structure IsFoot (c1 c2 c3 : ℝ) (x0 x1 x2 x3 : Vec) : Prop where
  sum_one : c1 + c2 + c3 = 1
  perp2 : (x0 - (c1 • x1 + c2 • x2 + c3 • x3)) ⬝ᵥ (x2 - x1) = 0
  perp3 : (x0 - (c1 • x1 + c2 • x2 + c3 • x3)) ⬝ᵥ (x3 - x1) = 0
```

Non-collinearity is linear independence of the two edges, the hypothesis called `h` below. It makes $N$ nonzero and $n$ a unit vector.

```lean
variable {c1 c2 c3 : ℝ} {x0 x1 x2 x3 : Vec}

/-- For non-collinear atoms the cross product of the edges has positive squared length,
and the unit normal has length one. -/
theorem normal_spec (h : LinearIndependent ℝ ![x2 - x1, x3 - x1]) :
    0 < areaNormal x1 x2 x3 ⬝ᵥ areaNormal x1 x2 x3 ∧
      unitNormal x1 x2 x3 ⬝ᵥ unitNormal x1 x2 x3 = 1 := by
  have h0 : areaNormal x1 x2 x3 ≠ 0 := crossProduct_ne_zero_iff_linearIndependent.2 h
  have hp : 0 < areaNormal x1 x2 x3 ⬝ᵥ areaNormal x1 x2 x3 :=
    lt_of_le_of_ne (Finset.sum_nonneg fun i _ => mul_self_nonneg _)
      (fun e => h0 (dotProduct_self_eq_zero.1 e.symm))
  refine ⟨hp, ?_⟩
  simp only [unitNormal, smul_dotProduct, dotProduct_smul, smul_eq_mul]
  rw [← mul_assoc, ← mul_inv, Real.mul_self_sqrt hp.le, inv_mul_cancel₀ hp.ne']
```

The next lemma expresses that $r$ is parallel to $N$, through the identity $|N|^2r=(N\cdot r)N+(r\cdot b)\,N\times a-(r\cdot a)\,N\times b$, checked by components.

```lean
/-- If `r` is orthogonal to `a` and `b`, then `|a × b|² r = ((a × b) · r) (a × b)`. When `a × b` is
nonzero, this says that `r` is its own projection on `a × b`. -/
theorem eq_along_normal (a b r : Vec) (ha : r ⬝ᵥ a = 0) (hb : r ⬝ᵥ b = 0) :
    ((a ⨯₃ b) ⬝ᵥ (a ⨯₃ b)) • r = ((a ⨯₃ b) ⬝ᵥ r) • (a ⨯₃ b) := by
  have key : ((a ⨯₃ b) ⬝ᵥ (a ⨯₃ b)) • r = ((a ⨯₃ b) ⬝ᵥ r) • (a ⨯₃ b)
      + (r ⬝ᵥ b) • ((a ⨯₃ b) ⨯₃ a) - (r ⬝ᵥ a) • ((a ⨯₃ b) ⨯₃ b) := by
    ext i
    fin_cases i <;> simp [cross_apply, dotProduct, Fin.sum_univ_three] <;> ring
  rw [key, ha, hb]
  simp only [zero_smul, add_zero, sub_zero]
```

For any vector $m$, `dot_offset` is the relation $r=d-c_2a-c_3b$ dotted with $m$.

```lean
/-- For weights of sum one, the dot product of `m` with the vector from the weighted point to `x0`
is expressed through the edges that start at `x1`. -/
theorem dot_offset (hc : c1 + c2 + c3 = 1) (m : Vec) :
    m ⬝ᵥ (x0 - (c1 • x1 + c2 • x2 + c3 • x3)) =
      m ⬝ᵥ (x0 - x1) - c2 * (m ⬝ᵥ (x2 - x1)) - c3 * (m ⬝ᵥ (x3 - x1)) := by
  simp only [dotProduct_sub, dotProduct_add, dotProduct_smul, smul_eq_mul]
  linear_combination (-(m ⬝ᵥ x1)) * hc
```

Cramer's rule solves the Gram equations, so every $x_0$ has a foot.

```lean
/-- Over three non-collinear atoms every position `x0` has a foot with weights of
sum one. -/
theorem exists_foot (x0 : Vec) (h : LinearIndependent ℝ ![x2 - x1, x3 - x1]) :
    ∃ c1 c2 c3 : ℝ, IsFoot c1 c2 c3 x0 x1 x2 x3 := by
  -- solve the two Gram equations by Cramer's rule
  have gram : ∀ a b d : Vec, 0 < (a ⨯₃ b) ⬝ᵥ (a ⨯₃ b) → ∃ c2 c3 : ℝ,
      a ⬝ᵥ d - c2 * (a ⬝ᵥ a) - c3 * (a ⬝ᵥ b) = 0 ∧
      b ⬝ᵥ d - c2 * (b ⬝ᵥ a) - c3 * (b ⬝ᵥ b) = 0 := by
    intro a b d hp
    obtain ⟨c2, h2⟩ : ∃ c, c * ((a ⨯₃ b) ⬝ᵥ (a ⨯₃ b)) = (d ⨯₃ b) ⬝ᵥ (a ⨯₃ b) :=
      ⟨_, div_mul_cancel₀ _ hp.ne'⟩
    obtain ⟨c3, h3⟩ : ∃ c, c * ((a ⨯₃ b) ⬝ᵥ (a ⨯₃ b)) = (a ⨯₃ d) ⬝ᵥ (a ⨯₃ b) :=
      ⟨_, div_mul_cancel₀ _ hp.ne'⟩
    have g2 : ((a ⨯₃ b) ⬝ᵥ (a ⨯₃ b)) * (a ⬝ᵥ d) = ((d ⨯₃ b) ⬝ᵥ (a ⨯₃ b)) * (a ⬝ᵥ a)
        + ((a ⨯₃ d) ⬝ᵥ (a ⨯₃ b)) * (a ⬝ᵥ b) := by
      simp [cross_apply, dotProduct, Fin.sum_univ_three]
      ring
    have g3 : ((a ⨯₃ b) ⬝ᵥ (a ⨯₃ b)) * (b ⬝ᵥ d) = ((d ⨯₃ b) ⬝ᵥ (a ⨯₃ b)) * (b ⬝ᵥ a)
        + ((a ⨯₃ d) ⬝ᵥ (a ⨯₃ b)) * (b ⬝ᵥ b) := by
      simp [cross_apply, dotProduct, Fin.sum_univ_three]
      ring
    refine ⟨c2, c3, mul_left_cancel₀ hp.ne' ?_, mul_left_cancel₀ hp.ne' ?_⟩
    · linear_combination g2 - (a ⬝ᵥ a) * h2 - (a ⬝ᵥ b) * h3
    · linear_combination g3 - (b ⬝ᵥ a) * h2 - (b ⬝ᵥ b) * h3
  obtain ⟨c2, c3, e2, e3⟩ := gram (x2 - x1) (x3 - x1) (x0 - x1) (normal_spec h).1
  refine ⟨1 - c2 - c3, c2, c3, by ring, ?_, ?_⟩
  · rw [dotProduct_comm, dot_offset (by ring)]
    exact e2
  · rw [dotProduct_comm, dot_offset (by ring)]
    exact e3
```

Taking $m=N$ gives $N\cdot r=N\cdot d$; division by $L^2$ then yields $r=zn$.

```lean
/-- Over non-collinear atoms, the vector from the foot to `x0` is the signed height times
the unit normal. -/
theorem foot_displacement (h : LinearIndependent ℝ ![x2 - x1, x3 - x1])
    (f : IsFoot c1 c2 c3 x0 x1 x2 x3) :
    x0 - (c1 • x1 + c2 • x2 + c3 • x3) = height x0 x1 x2 x3 • unitNormal x1 x2 x3 := by
  have hp := (normal_spec h).1
  have ha : areaNormal x1 x2 x3 ⬝ᵥ (x2 - x1) = 0 := by
    rw [dotProduct_comm]
    exact dot_self_cross _ _
  have hb : areaNormal x1 x2 x3 ⬝ᵥ (x3 - x1) = 0 := by
    rw [dotProduct_comm]
    exact dot_cross_self _ _
  have hN := dot_offset (x0 := x0) (x1 := x1) (x2 := x2) (x3 := x3) f.sum_one
    (areaNormal x1 x2 x3)
  rw [ha, hb, mul_zero, mul_zero, sub_zero, sub_zero] at hN
  have e : (areaNormal x1 x2 x3 ⬝ᵥ areaNormal x1 x2 x3) •
      (x0 - (c1 • x1 + c2 • x2 + c3 • x3)) =
      (areaNormal x1 x2 x3 ⬝ᵥ (x0 - (c1 • x1 + c2 • x2 + c3 • x3))) •
        areaNormal x1 x2 x3 := eq_along_normal _ _ _ f.perp2 f.perp3
  rw [hN] at e
  have hL : (areaNormal x1 x2 x3 ⬝ᵥ areaNormal x1 x2 x3)⁻¹ =
      (Real.sqrt (areaNormal x1 x2 x3 ⬝ᵥ areaNormal x1 x2 x3))⁻¹ *
      (Real.sqrt (areaNormal x1 x2 x3 ⬝ᵥ areaNormal x1 x2 x3))⁻¹ := by
    rw [← mul_inv, Real.mul_self_sqrt hp.le]
  rw [(eq_inv_smul_iff₀ hp.ne').2 e]
  simp only [height, unitNormal, smul_dotProduct, smul_smul, smul_eq_mul]
  congr 1
  linear_combination (areaNormal x1 x2 x3 ⬝ᵥ (x0 - x1)) * hL
```

## The derivative and its rigid-motion check

The two product rules are proved component by component.

```lean
/-- Product rule for the dot product of two moving vectors. -/
theorem hasDerivAt_dot {f g : ℝ → Vec} {f' g' : Vec} {t : ℝ}
    (hf : HasDerivAt f f' t) (hg : HasDerivAt g g' t) :
    HasDerivAt (fun s => f s ⬝ᵥ g s) (f' ⬝ᵥ g t + f t ⬝ᵥ g') t := by
  have F := hasDerivAt_pi.1 hf
  have G := hasDerivAt_pi.1 hg
  simp only [dotProduct, Fin.sum_univ_three]
  exact ((((F 0).fun_mul (G 0)).fun_add ((F 1).fun_mul (G 1))).fun_add
    ((F 2).fun_mul (G 2))).congr_deriv (by ring)

/-- Product rule for the cross product of two moving vectors. -/
theorem hasDerivAt_cross {f g : ℝ → Vec} {f' g' : Vec} {t : ℝ}
    (hf : HasDerivAt f f' t) (hg : HasDerivAt g g' t) :
    HasDerivAt (fun s => f s ⨯₃ g s) (f' ⨯₃ g t + f t ⨯₃ g') t := by
  have F := hasDerivAt_pi.1 hf
  have G := hasDerivAt_pi.1 hg
  refine hasDerivAt_pi.2 fun i => ?_
  fin_cases i
  · exact (((F 1).fun_mul (G 2)).fun_sub ((F 2).fun_mul (G 1))).congr_deriv
      (by simp [cross_apply]; ring)
  · exact (((F 2).fun_mul (G 0)).fun_sub ((F 0).fun_mul (G 2))).congr_deriv
      (by simp [cross_apply]; ring)
  · exact (((F 0).fun_mul (G 1)).fun_sub ((F 1).fun_mul (G 0))).congr_deriv
      (by simp [cross_apply]; ring)
```

In the main theorem the atoms follow arbitrary curves `p0`, …, `p3`, differentiable at time `t`; non-collinearity and the foot are required only at that instant. `M` is $N'$, and `tri` supplies its two triple products. The equation `E` is `dot_offset` with $m=N'$ after $r=zn$ is inserted. `alg` simplifies the quotient rule, and the last `linear_combination` combines `E` with $\sum_i c_i=1$.

```lean
/-- Four atoms move with velocities `u0`, …, `u3` at time `t`, when `p1`, `p2`, `p3` are not
collinear and `c1`, `c2`, `c3` are the weights of the foot of `p0`. The height then changes at the
rate `⟨n, u0⟩ - ∑ c_i ⟨n, u_i⟩`, where `n` is the unit normal at time `t`. -/
theorem hasDerivAt_height {p0 p1 p2 p3 : ℝ → Vec} {u0 u1 u2 u3 : Vec} {t : ℝ}
    (h0 : HasDerivAt p0 u0 t) (h1 : HasDerivAt p1 u1 t)
    (h2 : HasDerivAt p2 u2 t) (h3 : HasDerivAt p3 u3 t)
    (h : LinearIndependent ℝ ![p2 t - p1 t, p3 t - p1 t])
    (f : IsFoot c1 c2 c3 (p0 t) (p1 t) (p2 t) (p3 t)) :
    HasDerivAt (fun s => height (p0 s) (p1 s) (p2 s) (p3 s))
      (unitNormal (p1 t) (p2 t) (p3 t) ⬝ᵥ u0
        - (c1 * (unitNormal (p1 t) (p2 t) (p3 t) ⬝ᵥ u1)
          + c2 * (unitNormal (p1 t) (p2 t) (p3 t) ⬝ᵥ u2)
          + c3 * (unitNormal (p1 t) (p2 t) (p3 t) ⬝ᵥ u3))) t := by
  have hp := (normal_spec h).1
  have tri : ∀ a b v w : Vec, (v ⨯₃ b + a ⨯₃ w) ⬝ᵥ a = -((a ⨯₃ b) ⬝ᵥ v) ∧
      (v ⨯₃ b + a ⨯₃ w) ⬝ᵥ b = -((a ⨯₃ b) ⬝ᵥ w) := by
    intro a b v w
    constructor <;> simp [cross_apply, dotProduct, Fin.sum_univ_three] <;> ring
  -- the velocity M of the normal, and its dot products with the edges
  obtain ⟨M, hN, e2, e3⟩ : ∃ M : Vec,
      HasDerivAt (fun s => areaNormal (p1 s) (p2 s) (p3 s)) M t ∧
      M ⬝ᵥ (p2 t - p1 t) = -(areaNormal (p1 t) (p2 t) (p3 t) ⬝ᵥ (u2 - u1)) ∧
      M ⬝ᵥ (p3 t - p1 t) = -(areaNormal (p1 t) (p2 t) (p3 t) ⬝ᵥ (u3 - u1)) :=
    ⟨_, hasDerivAt_cross (h2.fun_sub h1) (h3.fun_sub h1),
      (tri _ _ _ _).1, (tri _ _ _ _).2⟩
  have E := dot_offset (x0 := p0 t) (x1 := p1 t) (x2 := p2 t) (x3 := p3 t) f.sum_one M
  rw [foot_displacement h f, e2, e3, dotProduct_sub _ u2 u1, dotProduct_sub _ u3 u1] at E
  simp only [height, unitNormal, smul_dotProduct, dotProduct_smul, smul_eq_mul] at E
  have hfun : (fun s => height (p0 s) (p1 s) (p2 s) (p3 s)) = fun s =>
      (areaNormal (p1 s) (p2 s) (p3 s) ⬝ᵥ (p0 s - p1 s)) /
      Real.sqrt (areaNormal (p1 s) (p2 s) (p3 s) ⬝ᵥ areaNormal (p1 s) (p2 s) (p3 s)) := by
    funext s
    simp only [height, unitNormal, smul_dotProduct, smul_eq_mul]
    rw [div_eq_inv_mul]
  have alg : ∀ A B D L : ℝ, L ≠ 0 → (A * L - D * ((B + B) / (2 * L))) / L ^ 2 =
      L⁻¹ * (A - L⁻¹ * D * (L⁻¹ * B)) := by
    intro A B D L hL
    rw [← two_mul, mul_div_mul_left _ _ two_ne_zero]
    field_simp
  have hL := (Real.sqrt_pos.2 hp).ne'
  rw [hfun]
  refine ((hasDerivAt_dot hN (h0.fun_sub h1)).fun_div
    ((hasDerivAt_dot hN hN).sqrt hp.ne') hL).congr_deriv ?_
  -- the change of length of the normal cancels
  rw [dotProduct_comm (areaNormal (p1 t) (p2 t) (p3 t)) M, alg _ _ _ _ hL,
    dotProduct_sub _ u0 u1]
  simp only [unitNormal, smul_dotProduct, smul_eq_mul]
  linear_combination
    (Real.sqrt (areaNormal (p1 t) (p2 t) (p3 t) ⬝ᵥ areaNormal (p1 t) (p2 t) (p3 t)))⁻¹ *
      ((areaNormal (p1 t) (p2 t) (p3 t) ⬝ᵥ u1) * f.sum_one - E)
```

Straight-line displacements are the special case $p_i(s)=x_i+su_i$ at $s=0$. Choosing one Cartesian unit displacement at a time reads off the twelve entries of the row: the blocks $n,-c_1n,-c_2n,-c_3n$.

```lean
/-- The row of the Wilson B matrix for the height: the derivative along straight
displacements `u0`, …, `u3` from a geometry with `x1`, `x2`, `x3` not collinear, where the
`c_i` are the weights of the foot of `x0`. -/
theorem wilson_row_height (u0 u1 u2 u3 : Vec)
    (h : LinearIndependent ℝ ![x2 - x1, x3 - x1]) (f : IsFoot c1 c2 c3 x0 x1 x2 x3) :
    HasDerivAt (fun s : ℝ => height (x0 + s • u0) (x1 + s • u1) (x2 + s • u2) (x3 + s • u3))
      (unitNormal x1 x2 x3 ⬝ᵥ u0 - (c1 * (unitNormal x1 x2 x3 ⬝ᵥ u1)
        + c2 * (unitNormal x1 x2 x3 ⬝ᵥ u2) + c3 * (unitNormal x1 x2 x3 ⬝ᵥ u3))) 0 := by
  have line : ∀ x u : Vec, HasDerivAt (fun s : ℝ => x + s • u) u 0 := fun x u =>
    hasDerivAt_pi.2 fun i =>
      (((hasDerivAt_id' (0 : ℝ)).mul_const (u i)).const_add (x i)).congr_deriv (one_mul _)
  have key := hasDerivAt_height (c1 := c1) (c2 := c2) (c3 := c3)
    (line x0 u0) (line x1 u1) (line x2 u2) (line x3 u3)
    (by simpa only [zero_smul, add_zero] using h)
    (by simpa only [zero_smul, add_zero] using f)
  simpa only [zero_smul, add_zero] using key
```

The last theorem shows that overall translations and rotations leave the height unchanged to first order. As by hand, it uses $r=zn$ and the orthogonality of $\omega\times n$ to $n$.

```lean
/-- For non-collinear `x1`, `x2`, `x3` and the weights of the foot of `x0`, the row vanishes on
every infinitesimal rigid motion `x ↦ v + ω × x`. -/
theorem wilson_row_rigid (v ω : Vec)
    (h : LinearIndependent ℝ ![x2 - x1, x3 - x1]) (f : IsFoot c1 c2 c3 x0 x1 x2 x3) :
    unitNormal x1 x2 x3 ⬝ᵥ (v + ω ⨯₃ x0)
      - (c1 * (unitNormal x1 x2 x3 ⬝ᵥ (v + ω ⨯₃ x1))
        + c2 * (unitNormal x1 x2 x3 ⬝ᵥ (v + ω ⨯₃ x2))
        + c3 * (unitNormal x1 x2 x3 ⬝ᵥ (v + ω ⨯₃ x3))) = 0 := by
  -- the vector from the foot to x0 is parallel to n, so its rotation is orthogonal to n
  have k : unitNormal x1 x2 x3 ⬝ᵥ (ω ⨯₃ (x0 - (c1 • x1 + c2 • x2 + c3 • x3))) = 0 := by
    rw [foot_displacement h f, map_smul, dotProduct_smul, dot_cross_self, smul_zero]
  simp only [map_sub, map_add, map_smul, dotProduct_sub, dotProduct_add, dotProduct_smul,
    smul_eq_mul] at k
  simp only [dotProduct_add]
  linear_combination k - (unitNormal x1 x2 x3 ⬝ᵥ v) * f.sum_one

end

end OutOfPlaneHeight
```

The row gives the instantaneous rate exactly. Using it to estimate the finite change in height during a vibration replaces that change by its linear part, an approximation for small amplitudes whose error these theorems do not bound.

```lean
#print axioms OutOfPlaneHeight.exists_foot
#print axioms OutOfPlaneHeight.hasDerivAt_height
#print axioms OutOfPlaneHeight.wilson_row_height
#print axioms OutOfPlaneHeight.wilson_row_rigid
```

```
'OutOfPlaneHeight.exists_foot' depends on axioms: [propext, Classical.choice, Quot.sound]
'OutOfPlaneHeight.hasDerivAt_height' depends on axioms: [propext, Classical.choice, Quot.sound]
'OutOfPlaneHeight.wilson_row_height' depends on axioms: [propext, Classical.choice, Quot.sound]
'OutOfPlaneHeight.wilson_row_rigid' depends on axioms: [propext, Classical.choice, Quot.sound]
```
